# The inner norm and boundary value of a radial solution fix the energy slope of its logarithmic derivative

Suppose a pseudopotential replaces the true potential inside a radius \(R\), and is fitted at one energy \(E_0\) so that the new radial function has the true value, assumed nonzero, and the true slope at \(R\). In a molecule or solid the valence energies shift. The logarithmic derivative \(u'/u\) at \(R\), which determines the solution outside up to a factor, can then be wrong already to first order in \(E-E_0\). For a single radial channel with a local, energy-independent potential, this first-order error vanishes if the two functions also have the same \(\int_0^R u^2\,dr\).

## Radial solutions as a family in energy

```lean
import Mathlib

open Set Filter Topology Asymptotics

namespace NormConservation

noncomputable section
```

Mathlib supplies the calculus. The opened names include the notation `𝓝 E0` for the neighbourhoods of \(E_0\).

```lean
/-- A family of radial solutions `u E r` with radial derivative `p E r`, for energies in `I`:
`u` vanishes at the origin, obeys `u'' = 2 (V - E) u` for `0 < r < R` (atomic units), is jointly
continuous in energy and radius, and has `p` continuous in the radius up to both ends. -/
structure IsRadialFamily (V : ℝ → ℝ) (I : Set ℝ) (R : ℝ) (u p : ℝ → ℝ → ℝ) : Prop where
  origin : ∀ E ∈ I, u E 0 = 0
  cont : ContinuousOn (fun q : ℝ × ℝ => u q.1 q.2) (I ×ˢ Icc 0 R)
  cont_slope : ∀ E ∈ I, ContinuousOn (p E) (Icc 0 R)
  deriv_u : ∀ E ∈ I, ∀ r ∈ Ioo 0 R, HasDerivAt (u E) (p E r) r
  schrodinger : ∀ E ∈ I, ∀ r ∈ Ioo 0 R, HasDerivAt (p E) (2 * (V r - E) * u E r) r
```

Write \(u_E(r)\) for `u E r`, which is \(r\) times the radial wave function, and \(p_E(r)\) for its radial derivative `p E r`. For every energy in the set \(I\), the structure requires

\[
u_E(0)=0,\qquad u_E'=p_E,\qquad p_E'=2(V-E)\,u_E\quad(0<r<R),
\]

in atomic units. The function \(u\) must be jointly continuous in energy and radius, and \(p_E\) continuous in \(r\) on \([0,R]\). No derivative in energy is assumed.

The equation is imposed only inside the interval, so \(V\) may be singular at the origin and may contain the centrifugal term. A potential that depends on the angular momentum but is local in \(r\) is covered one channel at a time. Relativistic equations and potentials nonlocal in \(r\) are not covered.

```lean
/-- The ratio `p/u` at radius `R` as a function of energy, which is the logarithmic derivative
`u'/u` when `p` is the radial derivative of `u`; meaningful where `u E R ≠ 0`. -/
def logDer (u p : ℝ → ℝ → ℝ) (R E : ℝ) : ℝ := p E R / u E R
```

This is \(L(E)=p_E(R)/u_E(R)\), used below only where the denominator is nonzero.

```lean
/-- The integral of `f ^ 2` from the origin to the radius `R`. -/
def innerNorm (R : ℝ) (f : ℝ → ℝ) : ℝ := ∫ r in (0 : ℝ)..R, f r ^ 2
```

This is \(N(f)=\int_0^R f^2\,dr\). The functions need not be normalised.

## From the Wronskian to the energy slope

```lean
variable {V W : ℝ → ℝ} {I J : Set ℝ} {R E E0 : ℝ} {u p v q : ℝ → ℝ → ℝ}

/-- For `R ≥ 0`, the Wronskian at `R` of two solutions of one radial family is `-2` times their
energy difference times their overlap inside `R`. -/
theorem wronskian_eq_overlap (h : IsRadialFamily V I R u p) (hR : 0 ≤ R)
    (hE : E ∈ I) (h0 : E0 ∈ I) :
    u E0 R * p E R - u E R * p E0 R
      = -2 * (E - E0) * ∫ r in (0 : ℝ)..R, u E r * u E0 r := by
  have hu : ∀ e ∈ I, ContinuousOn (u e) (Icc 0 R) := fun e he =>
    h.cont.comp (f := fun r : ℝ => (e, r)) (by fun_prop) (fun r hr => ⟨he, hr⟩)
  -- the potential cancels in the derivative of the Wronskian
  have key := intervalIntegral.integral_eq_sub_of_hasDerivAt_of_le hR
    (f := fun r => u E0 r * p E r - u E r * p E0 r)
    (f' := fun r => -2 * (E - E0) * (u E r * u E0 r))
    (((hu E0 h0).mul (h.cont_slope E hE)).sub ((hu E hE).mul (h.cont_slope E0 h0)))
    (fun r hr => (((h.deriv_u E0 h0 r hr).fun_mul (h.schrodinger E hE r hr)).fun_sub
      ((h.deriv_u E hE r hr).fun_mul (h.schrodinger E0 h0 r hr))).congr_deriv (by ring))
    (ContinuousOn.intervalIntegrable_of_Icc hR
      (continuousOn_const.mul ((hu E hE).mul (hu E0 h0))))
  rw [intervalIntegral.integral_const_mul] at key
  simp only [h.origin E hE, h.origin E0 h0] at key
  linarith
```

The hypothesis `h` says that \(u,p\) form a radial family, and `hE`, `h0` place both energies in \(I\). By hand, set \(w=u_{E_0}p_E-u_Ep_{E_0}\). The product rule gives

\[
w'=p_{E_0}p_E+2(V-E)u_{E_0}u_E-p_Ep_{E_0}-2(V-E_0)u_Eu_{E_0}
=-2(E-E_0)\,u_Eu_{E_0}.
\]

The potential has cancelled. Since both solutions vanish at the origin, \(w(0)=0\), and integration gives

\[
w(R)=-2(E-E_0)\int_0^R u_Eu_{E_0}\,dr.
\]

In Lean, `key` is the fundamental theorem of calculus applied to \(w\), and `ring` performs the cancellation. The `simp only` line removes the term at the origin.

```lean
/-- For `R ≥ 0` and two energies whose solutions do not vanish at `R`, the change of the
logarithmic derivative is given exactly by the overlap of the two solutions inside `R`. -/
theorem logDer_sub (h : IsRadialFamily V I R u p) (hR : 0 ≤ R)
    (hE : E ∈ I) (h0 : E0 ∈ I) (hu : u E R ≠ 0) (hu0 : u E0 R ≠ 0) :
    logDer u p R E - logDer u p R E0
      = -2 * (E - E0) * (∫ r in (0 : ℝ)..R, u E r * u E0 r) / (u E R * u E0 R) := by
  have w := wronskian_eq_overlap h hR hE h0
  unfold logDer
  rw [div_sub_div _ _ hu hu0, ← w]
  ring
```

Putting the two fractions over a common denominator produces the same Wronskian:

\[
L(E)-L(E_0)=\frac{w(R)}{u_E(R)u_{E_0}(R)}
=-2(E-E_0)\frac{\int_0^R u_Eu_{E_0}\,dr}{u_E(R)u_{E_0}(R)}.
\]

This holds for any finite energy difference, provided neither solution vanishes at \(R\). The step `div_sub_div` combines the fractions, and `← w` inserts the Wronskian identity.

```lean
/-- For `R ≥ 0`, the overlap inside `R` with a fixed solution of the family depends
continuously on the energy. -/
theorem overlap_continuousOn (h : IsRadialFamily V I R u p) (hR : 0 ≤ R) (h0 : E0 ∈ I) :
    ContinuousOn (fun E => ∫ r in (0 : ℝ)..R, u E r * u E0 r) I := by
  rw [continuousOn_iff_continuous_domRestrict]
  -- extend the solutions continuously beyond `[0, R]` by clamping the radius
  have hc : ∀ r : ℝ, max 0 (min r R) ∈ Icc 0 R := fun r =>
    ⟨le_max_left _ _, max_le hR (min_le_right _ _)⟩
  have f1 : Continuous (fun x : I × ℝ => ((x.1 : ℝ), max 0 (min x.2 R))) := by fun_prop
  have f2 : Continuous (fun x : I × ℝ => (E0, max 0 (min x.2 R))) := by fun_prop
  have g1 := h.cont.comp_continuous f1 (fun x => ⟨x.1.2, hc x.2⟩)
  have g2 := h.cont.comp_continuous f2 (fun x => ⟨h0, hc x.2⟩)
  have key := intervalIntegral.continuous_parametric_intervalIntegral_of_continuous'
    (μ := MeasureTheory.volume)
    (f := fun (e : I) (r : ℝ) => u e (max 0 (min r R)) * u E0 (max 0 (min r R)))
    (g1.mul g2) 0 R
  refine key.congr fun e => intervalIntegral.integral_congr fun r hr => ?_
  rw [uIcc_of_le hR] at hr
  simp only [min_eq_left hr.2, max_eq_right hr.1]
```

To let \(E\) approach \(E_0\), we need the overlap integral to be continuous in energy. Joint continuity and the compactness of \([0,R]\) make \(u_{E'}\to u_E\) uniformly in \(r\) as \(E'\to E\) within \(I\), so the integrals converge too.

The Mathlib theorem used here wants an integrand continuous at every real radius. The proof therefore replaces \(r\) by \(\max(0,\min(r,R))\), which changes nothing inside the integration range.

```lean
/-- Norm-conservation identity: for `R ≥ 0`, a family defined for all energies near `E0`, and
`u E0 R ≠ 0`, the energy derivative of `u'/u` at `R` is `-2 ∫ u² / u(R)²`. -/
theorem hasDerivAt_logDer (h : IsRadialFamily V I R u p) (hR : 0 ≤ R)
    (hI : I ∈ 𝓝 E0) (hu : u E0 R ≠ 0) :
    HasDerivAt (logDer u p R) (-2 * innerNorm R (u E0) / u E0 R ^ 2) E0 := by
  have h0 : E0 ∈ I := mem_of_mem_nhds hI
  have cu : ContinuousAt (fun E => u E R) E0 :=
    (h.cont.comp (f := fun e : ℝ => (e, R)) (by fun_prop)
      (fun e he => ⟨he, hR, le_refl R⟩)).continuousAt hI
  have cJ := (overlap_continuousOn h hR h0).continuousAt hI
  have cG : Tendsto (fun E => -2 * (∫ r in (0 : ℝ)..R, u E r * u E0 r) / (u E R * u E0 R))
      (𝓝 E0) (𝓝 (-2 * innerNorm R (u E0) / u E0 R ^ 2)) := by
    simp only [innerNorm, pow_two]
    exact (cJ.tendsto.const_mul (-2)).div (cu.tendsto.mul_const _) (mul_ne_zero hu hu)
  rw [hasDerivAt_iff_tendsto_slope]
  -- the difference quotient is the normalised overlap
  refine (cG.mono_left nhdsWithin_le_nhds).congr' ?_
  filter_upwards [self_mem_nhdsWithin, nhdsWithin_le_nhds hI,
    nhdsWithin_le_nhds (cu.eventually_ne hu)] with E hne hE hER
  have hd : E - E0 ≠ 0 := sub_ne_zero.mpr hne
  rw [slope_def_field, logDer_sub h hR hE h0 hER hu]
  field_simp
```

The hypothesis `I ∈ 𝓝 E0` says that the family is defined on an open interval around \(E_0\). Continuity keeps \(u_E(R)\) nonzero for nearby energies, so we may divide the previous formula by \(E-E_0\neq0\) and take the limit:

\[
\frac{L(E)-L(E_0)}{E-E_0}
=-2\frac{\int_0^R u_Eu_{E_0}\,dr}{u_E(R)u_{E_0}(R)}
\longrightarrow-\frac{2N(u_{E_0})}{u_{E_0}(R)^2}.
\]

`HasDerivAt` states that \(L\) is differentiable at \(E_0\) with this derivative. In the proof, `cG` is the limit, `filter_upwards` collects the conditions valid near \(E_0\), and `field_simp` cancels the energy difference. Nodes inside \(R\) do no harm.

The condition at the origin matters. Take \(V=0\), \(R>0\), \(E>0\) and \(u_E(r)=\cos(k(r-R))\) with \(k=\sqrt{2E}\). Every other requirement holds, but \(u_E(0)=\cos(kR)\) is not zero throughout any energy interval. Here \(u_E(R)=1\) and \(p_E(R)=0\) at every energy, so \(L\) is constant with slope zero, while \(-2N(u_E)\) is negative.

## Comparing a true and a pseudised solution

```lean
/-- Two systems with the same nonzero value at `R ≥ 0` at energy `E0`, both defined for energies
near `E0`, have equal energy slopes of `u'/u` there exactly when their inner norms agree. -/
theorem slope_eq_iff_norm_eq (h : IsRadialFamily V I R u p) (k : IsRadialFamily W J R v q)
    (hR : 0 ≤ R) (hI : I ∈ 𝓝 E0) (hJ : J ∈ 𝓝 E0) (hu : u E0 R ≠ 0)
    (hval : v E0 R = u E0 R) :
    deriv (logDer u p R) E0 = deriv (logDer v q R) E0
      ↔ innerNorm R (u E0) = innerNorm R (v E0) := by
  rw [(hasDerivAt_logDer h hR hI hu).deriv,
    (hasDerivAt_logDer k hR hJ (hval ▸ hu)).deriv, hval, div_left_inj' (pow_ne_zero 2 hu)]
  constructor <;> intro e <;> linarith
```

The second family \(v,q\) has its own potential \(W\) and energy set \(J\). Let \(a\neq0\) be the common value at \(R\) at energy \(E_0\). The two slopes are \(-2N(u_{E_0})/a^2\) and \(-2N(v_{E_0})/a^2\), which are equal exactly when the norms are. The proof rewrites both derivatives with the preceding theorem and cancels \(a^2\).

```lean
/-- If two systems, defined for energies near `E0`, share at `E0` their nonzero value and their
radial slope at `R ≥ 0` and their inner norm, then their logarithmic derivatives at `R` differ
by less than first order in `E - E0`. -/
theorem logDer_sub_isLittleO (h : IsRadialFamily V I R u p) (k : IsRadialFamily W J R v q)
    (hR : 0 ≤ R) (hI : I ∈ 𝓝 E0) (hJ : J ∈ 𝓝 E0) (hu : u E0 R ≠ 0)
    (hval : v E0 R = u E0 R) (hslope : q E0 R = p E0 R)
    (hnorm : innerNorm R (v E0) = innerNorm R (u E0)) :
    (fun E => logDer u p R E - logDer v q R E) =o[𝓝 E0] (fun E => E - E0) := by
  have d : HasDerivAt (fun E => logDer u p R E - logDer v q R E) 0 E0 :=
    ((hasDerivAt_logDer h hR hI hu).fun_sub
      (hasDerivAt_logDer k hR hJ (hval ▸ hu))).congr_deriv (by rw [hval, hnorm, sub_self])
  have z : logDer u p R E0 = logDer v q R E0 := by simp only [logDer, hval, hslope]
  simpa [z] using hasDerivAt_iff_isLittleO.mp d
```

If the radial slopes at \(R\) match as well, then \(L_u(E_0)=L_v(E_0)\). With equal norms, \(L_u-L_v\) has zero value and zero derivative at \(E_0\), so

\[
L_u(E)-L_v(E)=o(E-E_0).
\]

In the proof, `d` is the zero derivative and `z` the zero value. The theorem gives no width for the energy window in which the agreement is useful.

In a generator of norm-conserving pseudopotentials, the norm condition can be imposed as one of the equations that fix the parameters of the pseudo function inside \(R\); ultrasoft schemes relax it. A code can test the outcome by integrating both radial equations outward at \(E_0\pm\delta\), for a small energy step \(\delta\), and comparing the two values of \([L(E_0+\delta)-L(E_0-\delta)]/(2\delta)\) with each other. Comparing each value with \(-2N/a^2\), where \(N\) is the inner norm of the same function at \(E_0\), checks only the numerical work, since that identity holds whether or not the two norms agree.

## Two constant potentials whose solutions match at \(R\) at one energy

```lean
/-- The wave `A sin(k r)` with `k = √(2 (E - c))`, for energies `E ≥ c`. -/
def well (c A E r : ℝ) : ℝ := A * Real.sin (√(2 * (E - c)) * r)
```

For a constant potential \(c\) and amplitude \(A\), this is \(A\sin(kr)\) with \(k=\sqrt{2(E-c)}\).

```lean
/-- The function `A k cos(k r)` with `k = √(2 (E - c))`, for energies `E ≥ c`. -/
def wellSlope (c A E r : ℝ) : ℝ := A * √(2 * (E - c)) * Real.cos (√(2 * (E - c)) * r)
```

This is its radial derivative, \(Ak\cos(kr)\).

```lean
/-- In a constant potential `c` the waves `A sin(k r)` form a radial family for the energies
above `c`. -/
theorem well_isRadialFamily (c A R : ℝ) :
    IsRadialFamily (fun _ => c) (Ioi c) R (well c A) (wellSlope c A) where
  origin E _ := by simp [well]
  cont := by
    unfold well
    fun_prop
  cont_slope E _ := by
    unfold wellSlope
    fun_prop
  deriv_u E _ r _ := by
    exact ((((hasDerivAt_id' r).const_mul (√(2 * (E - c)))).sin).const_mul A).congr_deriv
      (by unfold wellSlope; ring)
  schrodinger E hE r _ := by
    have hk : √(2 * (E - c)) ^ 2 = 2 * (E - c) :=
      Real.sq_sqrt (by linarith [mem_Ioi.mp hE])
    refine ((((hasDerivAt_id' r).const_mul (√(2 * (E - c)))).cos).const_mul
      (A * √(2 * (E - c)))).congr_deriv ?_
    unfold well
    linear_combination (-(A * Real.sin (√(2 * (E - c)) * r))) * hk
```

For \(E>c\) these waves satisfy every clause of the structure. Differentiating twice gives \(-k^2u_E=2(c-E)u_E\); the fact `hk` supplies \(k^2=2(E-c)\).

```lean
/-- At energy `1/2` and radius `π/2`, the waves `-sin 3r` in the potential `-4` and `sin r` in
zero potential both have value `1`, radial slope `0` and inner norm `π/4`. -/
theorem matched_wells_witness :
    (well (-4) (-1) (1 / 2) = fun r => -Real.sin (3 * r)) ∧
    (well 0 1 (1 / 2) = Real.sin) ∧
    well (-4) (-1) (1 / 2) (Real.pi / 2) = 1 ∧ well 0 1 (1 / 2) (Real.pi / 2) = 1 ∧
    wellSlope (-4) (-1) (1 / 2) (Real.pi / 2) = 0 ∧
    wellSlope 0 1 (1 / 2) (Real.pi / 2) = 0 ∧
    innerNorm (Real.pi / 2) (well (-4) (-1) (1 / 2)) = Real.pi / 4 ∧
    innerNorm (Real.pi / 2) (well 0 1 (1 / 2)) = Real.pi / 4 := by
  have k3 : √(2 * ((1 : ℝ) / 2 - -4)) = 3 := by
    rw [show 2 * ((1 : ℝ) / 2 - -4) = 3 ^ 2 by norm_num]
    exact Real.sqrt_sq (by norm_num)
  have k1 : √(2 * ((1 : ℝ) / 2 - 0)) = 1 := by
    rw [show 2 * ((1 : ℝ) / 2 - 0) = 1 by norm_num, Real.sqrt_one]
  have a3 : 3 * (Real.pi / 2) = Real.pi / 2 + Real.pi := by ring
  have s3 : Real.sin (3 * (Real.pi / 2)) = -1 := by
    rw [a3, Real.sin_add_pi, Real.sin_pi_div_two]
  have c3 : Real.cos (3 * (Real.pi / 2)) = 0 := by
    rw [a3, Real.cos_add_pi, Real.cos_pi_div_two, neg_zero]
  have w3 : well (-4) (-1) (1 / 2) = fun r => -Real.sin (3 * r) := by
    funext r
    simp only [well, k3, neg_mul, one_mul]
  have w1 : well 0 1 (1 / 2) = Real.sin := by
    funext r
    simp only [well, k1, one_mul]
  refine ⟨w3, w1, ?_, ?_, ?_, ?_, ?_, ?_⟩
  · simp only [w3, s3, neg_neg]
  · rw [w1, Real.sin_pi_div_two]
  · simp only [wellSlope, k3, c3, mul_zero]
  · simp only [wellSlope, k1, one_mul, Real.cos_pi_div_two]
  · -- rescale the radius to reduce to the integral of `sin²`
    have i := intervalIntegral.integral_comp_mul_left (a := 0) (b := Real.pi / 2)
      (fun x => Real.sin x ^ 2) (three_ne_zero (α := ℝ))
    simp only [integral_sin_sq, s3, c3, mul_zero, Real.sin_zero, smul_eq_mul] at i
    simp only [innerNorm, w3, neg_sq]
    rw [i]
    ring
  · rw [w1, innerNorm, integral_sin_sq, Real.sin_zero, Real.cos_pi_div_two]
    ring

end

end NormConservation
```

At \(E_0=1/2\) and \(R=\pi/2\), the wave \(-\sin3r\) in potential \(-4\) has a node at \(\pi/3\), while \(\sin r\) in zero potential has none inside. Both have value \(1\), slope \(0\) and inner norm \(\pi/4\); scaled to unit inner norm, both have value \(2/\sqrt\pi\) at \(R\). The derivative formula then gives each the energy slope \(-\pi/2\).

The proof evaluates the two square roots as \(3\) and \(1\), then reduces both norms to the integral of \(\sin^2\).

```lean
#print axioms NormConservation.slope_eq_iff_norm_eq
#print axioms NormConservation.logDer_sub_isLittleO
#print axioms NormConservation.well_isRadialFamily
```

```
'NormConservation.slope_eq_iff_norm_eq' depends on axioms: [propext, Classical.choice, Quot.sound]
'NormConservation.logDer_sub_isLittleO' depends on axioms: [propext, Classical.choice, Quot.sound]
'NormConservation.well_isRadialFamily' depends on axioms: [propext, Classical.choice, Quot.sound]
```
